# With Boltzmann-distributed ions and cations of the higher valence, a binary electrolyte has a larger excess ion concentration at a negative potential than at the opposite positive one

The lemma concerns an electrolyte of cations with valence a and anions with valence b, whose reduced bulk concentrations are b and a, so that the bulk is neutral. Each species follows a Boltzmann factor in the reduced potential p, with no further interaction between ions, and the excess over the bulk is b·exp(−ap) + a·exp(bp) − (a + b). For real numbers 0 < b < a and p > 0, the claim is that this excess is strictly smaller at p than at −p. The attempt uses the fact that reversing the potential amounts to exchanging the valences, and studies the excess with valences exchanged minus the original excess. This difference vanishes at zero potential and has derivative 2ab(cosh aq − cosh bq) at potential q, which is positive for q > 0, so it is strictly increasing on [0, ∞) and therefore positive at p.

In Lean, a first try:

```lean
import Mathlib

open Set Filter Topology

namespace AsymmetricElectrolyte

noncomputable section

/-- Reduced charge density at potential `p` for cations of valence `a` and anions of valence `b`,
with bulk concentrations `b` and `a`. -/
def chargeDensity (a b p : ℝ) : ℝ :=
  a * (b * Real.exp (-(a * p))) - b * (a * Real.exp (b * p))

/-- Reduced excess ion concentration at potential `p`, relative to the bulk. -/
def excess (a b p : ℝ) : ℝ :=
  b * Real.exp (-(a * p)) + a * Real.exp (b * p) - (a + b)

/-- The derivative of the excess ion concentration with respect to the potential is minus the
charge density. -/
theorem hasDerivAt_excess (a b p : ℝ) :
    HasDerivAt (excess a b) (-(chargeDensity a b p)) p := by
  have h1 : HasDerivAt (fun q : ℝ => Real.exp (-(a * q)))
      (Real.exp (-(a * p)) * (-(a * 1))) p :=
    (((hasDerivAt_id' p).const_mul a).fun_neg).exp
  have h2 : HasDerivAt (fun q : ℝ => Real.exp (b * q)) (Real.exp (b * p) * (b * 1)) p :=
    ((hasDerivAt_id' p).const_mul b).exp
  have h := ((h1.const_mul b).fun_add (h2.const_mul a)).sub_const (a + b)
  change HasDerivAt
    (fun q : ℝ => b * Real.exp (-(a * q)) + a * Real.exp (b * q) - (a + b)) _ p
  exact h.congr_deriv (by unfold chargeDensity; ring)

/-- Reversing the potential is the same as exchanging the two valences. -/
theorem excess_neg (a b p : ℝ) : excess a b (-p) = excess b a p := by
  unfold excess
  rw [show -(a * -p) = a * p by ring, show b * -p = -(b * p) by ring]
  ring

/-- If the cations have the higher valence, the excess ion concentration is larger at potential
`-p` than at `p > 0`. -/
theorem excess_lt_excess_neg {a b p : ℝ} (hb : 0 < b) (hab : b < a) (hp : 0 < p) :
    excess a b p < excess a b (-p) := by
  have hd : ∀ q, HasDerivAt (fun y => excess b a y - excess a b y)
      (-(chargeDensity b a q) - -(chargeDensity a b q)) q :=
    fun q => (hasDerivAt_excess b a q).fun_sub (hasDerivAt_excess a b q)
  have hmono : StrictMonoOn (fun y => excess b a y - excess a b y) (Ici 0) := by
    refine strictMonoOn_of_deriv_pos (convex_Ici 0)
      (fun q _ => (hd q).continuousAt.continuousWithinAt) ?_
    intro q hq
    rw [interior_Ici] at hq
    have hq' : 0 < q := hq
    rw [(hd q).deriv]
    -- the derivative is 2ab (cosh aq - cosh bq)
    have hc : Real.cosh (b * q) < Real.cosh (a * q) := by
      rw [Real.cosh_lt_cosh, abs_of_pos (mul_pos hb hq'),
        abs_of_pos (mul_pos (hb.trans hab) hq')]
      exact mul_lt_mul_of_pos_right hab hq'
    rw [Real.cosh_eq, Real.cosh_eq] at hc
    have := mul_pos (mul_pos (hb.trans hab) hb) (sub_pos.mpr hc)
    unfold chargeDensity
    nlinarith
  have h := hmono (show (0 : ℝ) ∈ Ici 0 from le_refl 0) (show p ∈ Ici (0 : ℝ) from hp.le) hp
  have h0 : excess b a 0 - excess a b 0 = 0 := by simp [excess]; ring
  change excess b a 0 - excess a b 0 < excess b a p - excess a b p at h
  rw [excess_neg]
  linarith

end

end AsymmetricElectrolyte
```

The compiler's answer:

```
Main.lean:61:45: error: Type mismatch
  le_refl 0
has type
  0 ≤ 0
but is expected to have type
  0 ∈ Ici 0
```

To compare the values at 0 and p, `hmono` needs proofs that both points lie in `Ici 0`, the set of reals at least 0. For the point 0 the attempt supplied `le_refl 0`, and Lean rejected it because its type is `0 ≤ 0` while `0 ∈ Ici 0` was expected. The two say the same thing mathematically, but the proof relied on Lean to see through the set membership unaided, and here it did not. The message doesn't print the type of the zeros in `0 ≤ 0`, so it doesn't settle whether the bare numeral in `le_refl 0` was read as a real number.

The repair uses `Set.mem_Ici`, which states that membership in `Ici` is equivalent to the inequality. Its `.mpr` direction turns the inequality proved by `le_rfl` into the membership required. The `show` annotations go too, since `hp : 0 < p` already fixes the two points. Rewriting the second argument in the same way is mere tidying, as no error was reported for `hp.le`.

The change, after which it compiles:

```diff
@@ -59,5 +59,5 @@
     unfold chargeDensity
     nlinarith
-  have h := hmono (show (0 : ℝ) ∈ Ici 0 from le_refl 0) (show p ∈ Ici (0 : ℝ) from hp.le) hp
+  have h := hmono (Set.mem_Ici.mpr le_rfl) (Set.mem_Ici.mpr hp.le) hp
   have h0 : excess b a 0 - excess a b 0 = 0 := by simp [excess]; ring
   change excess b a 0 - excess a b 0 < excess b a p - excess a b p at h
```
